# A tensor property of a binary alloy transforms correctly exactly when its cluster coefficients do

When a code fits a cluster expansion of a dipole moment or an elastic tensor, it can store one coefficient tensor per symmetry orbit of clusters, generate the others by applying the symmetry operations, and delete the components that symmetry forbids. For a finite set of sites with two species, this step rests on the equivalence

$$P(gs)=D(g)P(s)\ \text{for all } g,s\iff J_{gS}=D(g)J_S\ \text{for all } g,S .$$

Here $s$ assigns $s_i=\pm1$ to each of $N$ sites, and $P(s)$ is the property, a vector in a real space $V$. A group $G$ permutes the sites and acts on $V$ by a representation $D$. The moved configuration is $(gs)_i=s_{g^{-1}i}$, and the moved cluster $gS$ contains the images of the sites in $S$. With $\Phi_S(s)=\prod_{i\in S}s_i$, the coefficient is

$$J_S=2^{-N}\sum_s\Phi_S(s)P(s).$$

## Which components a fit may keep

Throughout this section, $P$ obeys the transformation law $P(gs)=D(g)P(s)$. If some $g$ maps $S$ to itself and $D(g)=-1$, then $J_S=0$. A dipole moment, for example, has no coefficient on a cluster that inversion preserves, provided that inversion belongs to $G$.

This rule doesn't find every forbidden component. For finite $G$, the values that $J_S$ can take are exactly the vectors fixed by $D(g)$ for every $g$ with $gS=S$. A basis of that subspace gives the free parameters for the orbit of $S$.

## Reindexing the average and the expansion

Moving cluster and spins together changes nothing:

$$\Phi_{gS}(gs)=\prod_{i\in S}s_{g^{-1}gi}=\Phi_S(s).$$

The cluster functions are complete and orthogonal:

$$\sum_S\Phi_S(s)\Phi_S(t)=\prod_i(1+s_it_i)=2^N\delta_{st},\qquad \sum_s\Phi_S(s)\Phi_T(s)=2^N\delta_{ST}.$$

In the first sum, a site where $s$ and $t$ differ gives a factor $0$. The second factorises over sites, and a site in only one of the clusters gives $1-1=0$. All other factors are $2$. Inserting the definition of $J_S$ and using completeness gives $P(s)=\sum_S\Phi_S(s)J_S$; orthogonality makes the coefficients unique.

If $P$ is equivariant, summing over $gs$ instead of $s$ gives

$$J_{gS}=2^{-N}\sum_s\Phi_{gS}(gs)P(gs)=2^{-N}\sum_s\Phi_S(s)D(g)P(s)=D(g)J_S.$$

Conversely, summing over $gS$ instead of $S$ gives

$$P(gs)=\sum_S\Phi_{gS}(gs)J_{gS}=\sum_S\Phi_S(s)D(g)J_S=D(g)P(s).$$

Now let $P$ be equivariant, so that $J_{gS}=D(g)J_S$. If $gS=S$ and $D(g)=-1$, then $J_S=-J_S$, so $J_S=0$. More generally, $gS=S$ forces $D(g)J_S=J_S$.

For the converse with finite $G$, let $v$ be fixed by all $n$ elements that preserve $S$, and set

$$K_T=\frac1n\sum_{g:\,gS=T}D(g)v.$$

Then $K_S=v$. Replacing $g$ by $hg$ gives $K_{hT}=D(h)K_T$, since $hgS=hT$ exactly when $gS=T$. By uniqueness, $\sum_T\Phi_T(s)K_T$ has coefficients $K_T$, so it is equivariant and has coefficient $v$ on $S$.

```lean
import Mathlib

open Finset

namespace TensorClusterExpansion

noncomputable section

/-- A spin configuration assigns a spin `+1` or `-1` to every site. -/
abbrev Config (ι : Type*) := ι → ℤˣ

variable {ι G V : Type*} [Fintype ι] [DecidableEq ι] [Group G] [MulAction G ι]
  [AddCommGroup V] [Module ℝ V]

/-- The configuration moved by `g`: site `i` receives the spin of site `g⁻¹ i`. -/
def moveSpins (g : G) (s : Config ι) : Config ι := fun i => s (g⁻¹ • i)

/-- The cluster `gS`, made of the images of the sites of `S`. -/
def moveCluster (g : G) (S : Finset ι) : Finset ι :=
  S.map (MulAction.toPerm g).toEmbedding

/-- The cluster function: the product of the spins on the sites of `S`. -/
def clusterFn (S : Finset ι) (s : Config ι) : ℝ := ∏ i ∈ S, ((s i : ℤ) : ℝ)

/-- The cluster coefficient `J_S`: the average over all configurations of the
cluster function times the property. -/
def coeff (P : Config ι → V) (S : Finset ι) : V :=
  ((2 : ℝ) ^ Fintype.card ι)⁻¹ • ∑ s : Config ι, clusterFn S s • P s

/-- The property transforms as a tensor of type `D`: `P(gs) = D(g) P(s)`. -/
def IsEquivariant (D : G →* Module.End ℝ V) (P : Config ι → V) : Prop :=
  ∀ g s, P (moveSpins g s) = D g (P s)

omit [Fintype ι] [DecidableEq ι] in
/-- Moving the cluster and the spins together leaves the cluster function unchanged. -/
theorem clusterFn_move (g : G) (S : Finset ι) (s : Config ι) :
    clusterFn (moveCluster g S) (moveSpins g s) = clusterFn S s := by
  simp [clusterFn, moveCluster, moveSpins, Finset.prod_map]

/-- Completeness: summed over all clusters, the products of cluster functions
of two configurations vanish unless the configurations coincide. -/
theorem clusterFn_complete (s t : Config ι) :
    ∑ S : Finset ι, clusterFn S s * clusterFn S t =
      if s = t then (2 : ℝ) ^ Fintype.card ι else 0 := by
  -- the sum over clusters is an expanded product over sites
  have h : ∑ S : Finset ι, clusterFn S s * clusterFn S t =
      ∏ i, (((s i : ℤ) : ℝ) * ((t i : ℤ) : ℝ) + 1) := by
    rw [Finset.prod_add]
    simp [clusterFn, Finset.prod_mul_distrib]
  rw [h]
  by_cases hst : s = t
  · rw [if_pos hst, ← hst]
    trans ∏ _i : ι, (2 : ℝ)
    · refine Finset.prod_congr rfl fun i _ => ?_
      rcases Int.units_eq_one_or (s i) with h1 | h1 <;> rw [h1] <;> norm_num
    · simp
  · rw [if_neg hst]
    obtain ⟨i, hi⟩ := Function.ne_iff.mp hst
    apply Finset.prod_eq_zero (Finset.mem_univ i)
    rcases Int.units_eq_one_or (s i) with h1 | h1 <;>
      rcases Int.units_eq_one_or (t i) with h2 | h2 <;> simp [h1, h2] at hi ⊢

/-- Orthogonality: summed over all configurations, the product of two cluster
functions vanishes unless the clusters coincide. -/
theorem clusterFn_orthogonal (S T : Finset ι) :
    ∑ s : Config ι, clusterFn S s * clusterFn T s =
      if S = T then (2 : ℝ) ^ Fintype.card ι else 0 := by
  -- the sum over configurations factorises into single-site sums
  have h : ∑ s : Config ι, clusterFn S s * clusterFn T s =
      ∏ i, ∑ x : ℤˣ, (if i ∈ S then ((x : ℤ) : ℝ) else 1) *
        (if i ∈ T then ((x : ℤ) : ℝ) else 1) := by
    rw [Finset.prod_univ_sum, Fintype.piFinset_univ]
    refine Finset.sum_congr rfl fun s _ => ?_
    simp only [clusterFn, Finset.prod_mul_distrib, Finset.prod_ite_mem, Finset.univ_inter]
  have hx : ∀ f : ℤˣ → ℝ, ∑ x, f x = f 1 + f (-1) := fun f => by
    rw [show (Finset.univ : Finset ℤˣ) = {1, -1} by decide]
    exact Finset.sum_pair (by decide)
  rw [h]
  simp only [hx]
  by_cases hST : S = T
  · rw [if_pos hST, ← hST]
    trans ∏ _i : ι, (2 : ℝ)
    · refine Finset.prod_congr rfl fun i _ => ?_
      by_cases hi : i ∈ S <;> norm_num [hi]
    · simp
  · rw [if_neg hST]
    obtain ⟨i, hi⟩ := not_forall.mp (fun hc => hST (Finset.ext hc))
    apply Finset.prod_eq_zero (Finset.mem_univ i)
    by_cases h1 : i ∈ S <;> by_cases h2 : i ∈ T <;> simp [h1, h2] at hi ⊢

/-- Every vector-valued property equals its cluster expansion. -/
theorem cluster_expansion (P : Config ι → V) (s : Config ι) :
    P s = ∑ S : Finset ι, clusterFn S s • coeff P S := by
  symm
  calc ∑ S : Finset ι, clusterFn S s • coeff P S
      = ((2 : ℝ) ^ Fintype.card ι)⁻¹ •
          ∑ t : Config ι, (∑ S : Finset ι, clusterFn S s * clusterFn S t) • P t := by
        simp only [coeff, Finset.smul_sum, Finset.sum_smul]
        rw [Finset.sum_comm]
        refine Finset.sum_congr rfl fun t _ => Finset.sum_congr rfl fun S _ => ?_
        module
    _ = P s := by
        simp only [clusterFn_complete, ite_smul, zero_smul, Finset.sum_ite_eq,
          Finset.mem_univ, if_true]
        exact inv_smul_smul₀ (by positivity) _

/-- The coefficients of a cluster expansion are unique: a property built from
coefficients `K` has cluster coefficients `K`. -/
theorem coeff_expansion (K : Finset ι → V) (S : Finset ι) :
    coeff (fun s => ∑ T : Finset ι, clusterFn T s • K T) S = K S := by
  calc coeff (fun s => ∑ T : Finset ι, clusterFn T s • K T) S
      = ((2 : ℝ) ^ Fintype.card ι)⁻¹ •
          ∑ T : Finset ι, (∑ s : Config ι, clusterFn S s * clusterFn T s) • K T := by
        simp only [coeff, Finset.smul_sum, Finset.sum_smul]
        rw [Finset.sum_comm]
        refine Finset.sum_congr rfl fun T _ => Finset.sum_congr rfl fun s _ => ?_
        module
    _ = K S := by
        simp only [clusterFn_orthogonal, ite_smul, zero_smul, Finset.sum_ite_eq,
          Finset.mem_univ, if_true]
        exact inv_smul_smul₀ (by positivity) _

/-- A property transforms as a tensor, `P(gs) = D(g) P(s)`, exactly when its
cluster coefficients do, `J_(gS) = D(g) J_S`. -/
theorem equivariant_iff_coeff (D : G →* Module.End ℝ V) (P : Config ι → V) :
    IsEquivariant D P ↔ ∀ g S, coeff P (moveCluster g S) = D g (coeff P S) := by
  unfold IsEquivariant
  constructor
  · intro hP g S
    -- average over the moved configurations instead
    calc coeff P (moveCluster g S)
        = ((2 : ℝ) ^ Fintype.card ι)⁻¹ • ∑ s : Config ι,
            clusterFn (moveCluster g S) (moveSpins g s) • P (moveSpins g s) :=
          congrArg (fun x => ((2 : ℝ) ^ Fintype.card ι)⁻¹ • x)
            (Equiv.sum_comp ((MulAction.toPerm g).arrowCongr (Equiv.refl ℤˣ))
              (fun s : Config ι => clusterFn (moveCluster g S) s • P s)).symm
      _ = D g (coeff P S) := by
          simp only [clusterFn_move, hP, coeff, map_smul, map_sum]
  · intro hJ g s
    -- expand in the moved clusters instead
    calc P (moveSpins g s)
        = ∑ S : Finset ι, clusterFn S (moveSpins g s) • coeff P S :=
          cluster_expansion P _
      _ = ∑ S : Finset ι, clusterFn (moveCluster g S) (moveSpins g s) •
            coeff P (moveCluster g S) :=
          (Equiv.sum_comp (Equiv.finsetCongr (MulAction.toPerm g))
            (fun S : Finset ι => clusterFn S (moveSpins g s) • coeff P S)).symm
      _ = D g (P s) := by
          rw [cluster_expansion P s]
          simp only [clusterFn_move, hJ, map_sum, map_smul]

/-- Selection rule: the coefficient of a tensor property vanishes on a cluster
that is preserved setwise by some `g` with `D(g) = -1`. -/
theorem coeff_eq_zero (D : G →* Module.End ℝ V) {P : Config ι → V}
    (hP : IsEquivariant D P) {g : G} {S : Finset ι}
    (hS : moveCluster g S = S) (hD : D g = -1) : coeff P S = 0 := by
  have h := (equivariant_iff_coeff D P).mp hP g S
  rw [hS, hD, LinearMap.neg_apply, Module.End.one_apply] at h
  linear_combination (norm := module) (1 / 2 : ℝ) • h

/-- For a finite group, `v` occurs as the coefficient on `S` of some tensor
property exactly when `D(g) v = v` for every `g` that preserves `S` setwise. -/
theorem coeff_allowed_iff [Fintype G] (D : G →* Module.End ℝ V) (S : Finset ι) (v : V) :
    (∃ P : Config ι → V, IsEquivariant D P ∧ coeff P S = v) ↔
      ∀ g : G, moveCluster g S = S → D g v = v := by
  constructor
  · rintro ⟨P, hP, rfl⟩ g hg
    rw [← (equivariant_iff_coeff D P).mp hP g S, hg]
  · intro hv
    let n : ℝ := ((Finset.univ.filter fun g : G => moveCluster g S = S).card : ℝ)
    have hn : n ≠ 0 := by
      refine Nat.cast_ne_zero.mpr (Finset.card_ne_zero_of_mem (a := (1 : G)) ?_)
      refine Finset.mem_filter.mpr ⟨Finset.mem_univ _, ?_⟩
      ext i
      simp [moveCluster]
    -- transport `v` along the orbit of `S`
    let K : Finset ι → V := fun T =>
      n⁻¹ • ∑ g : G, if moveCluster g S = T then D g v else 0
    have hK : ∀ h T, K (moveCluster h T) = D h (K T) := by
      intro h T
      simp only [K, map_smul, map_sum]
      congr 1
      refine (Equiv.sum_comp (Equiv.mulLeft h) _).symm.trans
        (Finset.sum_congr rfl fun g _ => ?_)
      have hmul : moveCluster (h * g) S = moveCluster h (moveCluster g S) := by
        simp only [moveCluster, Finset.map_map]
        congr 1
        ext i
        exact mul_smul h g i
      have hm : moveCluster (h * g) S = moveCluster h T ↔ moveCluster g S = T := by
        rw [hmul]
        exact (Finset.map_injective _).eq_iff
      change (if moveCluster (h * g) S = moveCluster h T then D (h * g) v else 0) = _
      by_cases hg : moveCluster g S = T
      · rw [if_pos hg, if_pos (hm.mpr hg), map_mul]
        rfl
      · rw [if_neg hg, if_neg (mt hm.mp hg), map_zero]
    have hKS : K S = v := by
      have hsum : (∑ g : G, if moveCluster g S = S then D g v else 0) = n • v := by
        rw [← Finset.sum_filter]
        refine (Finset.sum_congr rfl fun g hg =>
          hv g (Finset.mem_filter.mp hg).2).trans ?_
        rw [Finset.sum_const, Nat.cast_smul_eq_nsmul]
      simp only [K, hsum]
      exact inv_smul_smul₀ hn v
    refine ⟨fun s => ∑ T : Finset ι, clusterFn T s • K T, ?_, ?_⟩
    · refine (equivariant_iff_coeff D _).mpr fun g T => ?_
      rw [coeff_expansion, coeff_expansion]
      exact hK g T
    · rw [coeff_expansion]
      exact hKS

end

end TensorClusterExpansion
```

```lean
#print axioms TensorClusterExpansion.equivariant_iff_coeff
-- 'TensorClusterExpansion.equivariant_iff_coeff' depends on axioms: [propext, Classical.choice, Quot.sound]
#print axioms TensorClusterExpansion.coeff_eq_zero
-- 'TensorClusterExpansion.coeff_eq_zero' depends on axioms: [propext, Classical.choice, Quot.sound]
#print axioms TensorClusterExpansion.coeff_allowed_iff
-- 'TensorClusterExpansion.coeff_allowed_iff' depends on axioms: [propext, Classical.choice, Quot.sound]
```

## Reading the Lean statements against a code

`Config ι` holds the spins as units of the integers, `coeff P S` is $J_S$, and `IsEquivariant D P` is the transformation law. `D` is a homomorphism into the linear maps of `V`, which may have any dimension. Only `coeff_allowed_iff` assumes a finite group.

`clusterFn_complete` and `clusterFn_orthogonal` evaluate the two sums by factorising over sites; `cluster_expansion` and `coeff_expansion` turn them into existence and uniqueness of the expansion. In `equivariant_iff_coeff`, `Equiv.sum_comp` performs both reindexings. `coeff_eq_zero` solves $J_S=-J_S$ with `linear_combination`, and `coeff_allowed_iff` builds $K_T$ as `K`.

Three conventions matter when comparing with a code:

- Each cluster has its own coefficient, with no orbit multiplicity absorbed into it.
- The group moves spins between sites without flipping them. This suits chemical occupations; magnetic moments that change sign under an operation need a different action.
- `coeff` averages over all $2^N$ configurations. Coefficients fitted to a smaller data set need not obey the symmetry relation unless the fit imposes it.

The theorems give no error estimate for a truncated expansion. Truncation does preserve the transformation law if the coefficients obey the symmetry relation and the cluster list consists of whole orbits, because the omitted coefficients are then zeros that obey it too.
